# Paramagnetic and diamagnetic terms of $(\mathbf p+\mathbf a)^2$ for a uniform field and a nuclear moment with a radial factor

## Operators, units and the vector potential

All operators are elements of an associative algebra $A$ over $\mathbb C$ with unit $1$. A vector operator $\mathbf x$ has components $x_0,x_1,x_2\in A$, and products keep the order of the factors:
$$\mathbf x\cdot\mathbf y=\sum_k x_ky_k,\qquad (\mathbf x\times\mathbf y)_k=\sum_{i,j}\epsilon_{kij}\,x_iy_j ,$$
where $\epsilon_{kij}$ is the Levi-Civita symbol with $\epsilon_{012}=1$, and $\mathbf x^2=\mathbf x\cdot\mathbf x$. A real vector is read as a vector of multiples of $1$, which commute with every operator. The commutator is $[x,y]=xy-yx$.

In atomic units an electron has charge $-1$, and its kinetic energy in a vector potential $\mathbf a$ is $\tfrac12(\mathbf p+\mathbf a)^2$. The position $\mathbf r$ is measured from the nucleus, and
$$[r_j,r_k]=0,\qquad [r_j,p_k]=i\delta_{jk},$$
which corresponds to $p_k=-i\partial_k$. Three real vectors enter: the uniform field $\mathbf B$, the nuclear magnetic moment $\mathbf u$, and the gauge origin $\mathbf O$. With $\mathbf s=\mathbf r-\mathbf O$,
$$\mathbf a=\mathbf a_B+\mathbf a_u,\qquad \mathbf a_B=\tfrac12\,\mathbf B\times\mathbf s,\qquad \mathbf a_u=f\,(\mathbf u\times\mathbf r).$$
The operator $f$ is assumed to satisfy, for some $g\in A$,
$$[p_k,f]=r_k\,g,\qquad [g,r_k]=0 .$$
This condition stands for a factor whose gradient points along $\mathbf r$. For a function $f(\rho)$ of the distance $\rho=|\mathbf r|$ one has $[p_k,f]=-i\,\partial_kf=r_k\,(-i f'(\rho)/\rho)$. The point dipole has $f=\alpha^2/\rho^3$, with $\alpha$ the fine-structure constant, and hence $g=3i\alpha^2/\rho^5$.

## The expansion in orders of $\mathbf B$ and $\mathbf u$

Under these commutation relations,
$$(\mathbf p+\mathbf a)^2=\mathbf p^2+\mathbf B\cdot(\mathbf s\times\mathbf p)+2f\,\mathbf u\cdot(\mathbf r\times\mathbf p)+\mathbf a^2, \tag{1}$$
and for $\mathbf O=0$ the two middle terms combine to $(\mathbf B+2f\mathbf u)\cdot(\mathbf r\times\mathbf p)$. If in addition $[f,r_k]=0$, as for any function of position, then $\mathbf a^2$ in (1) may be replaced according to
$$\mathbf a^2=\mathbf a_B^2+f\left[(\mathbf B\cdot\mathbf u)(\mathbf s\cdot\mathbf r)-(\mathbf u\cdot\mathbf s)(\mathbf B\cdot\mathbf r)\right]+\mathbf a_u^2. \tag{2}$$
The terms linear in $\mathbf p$ are the paramagnetic couplings: the field couples to the angular momentum about the gauge origin, the nuclear moment to the angular momentum about the nucleus. The terms of $\mathbf a^2$ are diamagnetic.

For one non-relativistic electron without spin and one magnetic nucleus, half of (1) and (2) supplies the perturbing operators for NMR shielding with a common gauge origin. For a non-degenerate ground state, Ramsey's shielding tensor is read off from the part of the electronic energy bilinear in $\mathbf B$ and $\mathbf u$: the ground-state average of half the bilinear term in (2), plus the mixed part of the second-order sum over states, in which half of each paramagnetic term enters once. The result here stops one step earlier, at the operator identity, before any state or perturbation series enters.

## Transversality, triple product and the bilinear term

Multiplying out gives $(\mathbf p+\mathbf a)^2=\mathbf p^2+\mathbf p\cdot\mathbf a+\mathbf a\cdot\mathbf p+\mathbf a^2$. If $\mathbf p\cdot\mathbf a=\mathbf a\cdot\mathbf p$, which is the Coulomb gauge condition $\nabla\cdot\mathbf a=0$ in operator form, this is $\mathbf p^2+2\,\mathbf a\cdot\mathbf p+\mathbf a^2$.

The uniform part is transverse in this sense. The component $(\mathbf B\times\mathbf s)_0=B_1s_2-B_2s_1$ contains no $s_0$, and in general component $k$ contains only $s_j$ with $j\ne k$. For such $j$, $[s_j,p_k]=[r_j,p_k]=0$, because $O_j$ is a number. Hence $p_k$ commutes with $(\mathbf B\times\mathbf s)_k$ and $\mathbf p\cdot(\mathbf B\times\mathbf s)=(\mathbf B\times\mathbf s)\cdot\mathbf p$.

For the nuclear part, $p_kf=fp_k+r_kg=fp_k+gr_k$, so
$$\mathbf p\cdot\mathbf a_u=f\,\mathbf p\cdot(\mathbf u\times\mathbf r)+g\,\mathbf r\cdot(\mathbf u\times\mathbf r).$$
The last factor vanishes: $\mathbf r\cdot(\mathbf u\times\mathbf r)=u_0[r_2,r_1]+u_1[r_0,r_2]+u_2[r_1,r_0]=0$. The first term equals $f\,(\mathbf u\times\mathbf r)\cdot\mathbf p=\mathbf a_u\cdot\mathbf p$ by the argument for the uniform part.

The triple product needs no reordering of operators:
$$(\mathbf B\times\mathbf s)\cdot\mathbf p=\sum_{i,j,k}\epsilon_{kij}B_is_jp_k=\sum_iB_i\sum_{j,k}\epsilon_{ijk}s_jp_k=\mathbf B\cdot(\mathbf s\times\mathbf p).$$
Applying it to both parts gives $2\,\mathbf a\cdot\mathbf p=\mathbf B\cdot(\mathbf s\times\mathbf p)+2f\,\mathbf u\cdot(\mathbf r\times\mathbf p)$, which is (1). The factor $f$ stayed on the left throughout, so it never had to pass an $r_k$.

For (2), expand $\mathbf a^2=\mathbf a_B^2+\mathbf a_B\cdot\mathbf a_u+\mathbf a_u\cdot\mathbf a_B+\mathbf a_u^2$. The component $(\mathbf B\times\mathbf s)_k$ commutes with $f$ by $[f,r_j]=0$ and with $(\mathbf u\times\mathbf r)_k$ by $[r_i,r_j]=0$. Each cross term is therefore $\tfrac12 f\,(\mathbf B\times\mathbf s)\cdot(\mathbf u\times\mathbf r)$. With $\sum_k\epsilon_{kij}\epsilon_{klm}=\delta_{il}\delta_{jm}-\delta_{im}\delta_{jl}$,
$$(\mathbf B\times\mathbf s)\cdot(\mathbf u\times\mathbf r)=\sum_{i,j,l,m}(\delta_{il}\delta_{jm}-\delta_{im}\delta_{jl})B_iu_l\,s_jr_m=(\mathbf B\cdot\mathbf u)(\mathbf s\cdot\mathbf r)-(\mathbf u\cdot\mathbf s)(\mathbf B\cdot\mathbf r),$$
the Binet–Cauchy identity, and adding the two cross terms gives (2).

## Vector operators in Lean

The algebra is any ring `A` with a complex algebra structure. No adjoint, norm or Hilbert space is present, so hermiticity and operator domains are not expressed.

```lean
import Mathlib

open Complex Matrix MvPolynomial

namespace RamseyShielding

noncomputable section

variable {A : Type*} [Ring A] [Algebra ℂ A]
```

A vector operator is a map `Fin 3 → A`. The function `vec` turns a real vector into multiples of the unit, and `dot` and `cross` are the ordered products defined at the start.

```lean
/-- A real vector (field, nuclear moment, gauge origin) as a vector of multiples of 1. -/
def vec (B : Fin 3 → ℝ) : Fin 3 → A := fun k => (B k : ℂ) • (1 : A)

/-- Scalar product of vector operators, keeping the order of factors. -/
def dot (a b : Fin 3 → A) : A := ∑ k, a k * b k

/-- Vector product of vector operators, keeping the order of factors. -/
def cross (a b : Fin 3 → A) : Fin 3 → A :=
  ![a 1 * b 2 - a 2 * b 1, a 2 * b 0 - a 0 * b 2, a 0 * b 1 - a 1 * b 0]
```

`CCR r p` fixes $\hbar=1$ and the sign $[r_j,p_k]=+i\delta_{jk}$. It says nothing about $[r_j,r_k]$, which is a separate hypothesis, or about $[p_j,p_k]$, on which no theorem makes an assumption.

```lean
/-- The canonical commutation relations [r_j, p_k] = i δ_jk. -/
def CCR (r p : Fin 3 → A) : Prop :=
  ∀ j k, r j * p k - p k * r j = if j = k then I • (1 : A) else 0
```

The three potentials are $\mathbf a_B$, $\mathbf a_u$ with `f` as left factor, and their sum. Only the uniform part is shifted by the gauge origin.

```lean
/-- Vector potential ½ B × s of a uniform field, s the position from the gauge origin. -/
def uniformPot (B : Fin 3 → ℝ) (s : Fin 3 → A) : Fin 3 → A :=
  fun k => (1 / 2 : ℂ) • cross (vec B) s k

/-- Vector potential f (u × r) of a nuclear moment u with radial factor f. -/
def dipolePot (f : A) (u : Fin 3 → ℝ) (r : Fin 3 → A) : Fin 3 → A :=
  fun k => f * cross (vec u) r k

/-- Total vector potential a = ½ B × (r − O) + f (u × r) with gauge origin O. -/
def vectorPot (B O u : Fin 3 → ℝ) (f : A) (r : Fin 3 → A) : Fin 3 → A :=
  uniformPot B (r - vec O) + dipolePot f u r
```

## The transversality lemmas

`sq_of_transverse` is the first step above: `e` is the four-term expansion, and the hypothesis `h` merges $\mathbf p\cdot\mathbf a$ with $\mathbf a\cdot\mathbf p$.

```lean
/-- If p·a = a·p, then (p + a)² = p² + 2 a·p + a². -/
theorem sq_of_transverse {p a : Fin 3 → A} (h : dot p a = dot a p) :
    dot (p + a) (p + a) = dot p p + (2 : ℂ) • dot a p + dot a a := by
  have e : dot (p + a) (p + a) = dot p p + dot p a + dot a p + dot a a := by
    simp only [dot, Pi.add_apply, add_mul, mul_add, Finset.sum_add_distrib]
    abel
  rw [e, h, two_smul]
  abel
```

`triple_product` holds for arbitrary operators `s` and `p`. Both sides are written out in components, and `module` compares the coefficients of the six products $s_jp_k$ with $j\neq k$.

```lean
/-- Triple product: (B × s)·p = B·(s × p) for a real vector B and any operators s, p. -/
theorem triple_product (B : Fin 3 → ℝ) (s p : Fin 3 → A) :
    dot (cross (vec B) s) p = dot (vec B) (cross s p) := by
  simp only [dot, cross, vec, Fin.sum_univ_three, Matrix.cons_val, smul_mul_assoc, one_mul,
    sub_mul]
  all_goals module
```

`transverse_uniform` assumes only that $s_j$ and $p_k$ commute for $j\ne k$. The six ordered pairs are supplied explicitly and turn one side into the other.

```lean
/-- If s_j commutes with p_k for j ≠ k, then p·(B × s) = (B × s)·p. -/
theorem transverse_uniform (B : Fin 3 → ℝ) {s p : Fin 3 → A}
    (h : ∀ j k, j ≠ k → s j * p k = p k * s j) :
    dot p (cross (vec B) s) = dot (cross (vec B) s) p := by
  simp only [dot, cross, vec, Fin.sum_univ_three, Matrix.cons_val, smul_mul_assoc, one_mul,
    sub_mul, mul_sub, mul_smul_comm, h 0 1 (by decide), h 0 2 (by decide), h 1 0 (by decide),
    h 1 2 (by decide), h 2 0 (by decide), h 2 1 (by decide)]
```

In `transverse_dipole`, `e` is the rule $p_kfx=fp_kx+gr_kx$ for any operator $x$, and `h0` is $\mathbf r\cdot(\mathbf u\times\mathbf r)=0$. The `calc` block first splits $\mathbf p\cdot\mathbf a_u$ into the $f$ and $g$ terms, then removes the $g$ term and applies `transverse_uniform` with `u` in place of the field.

```lean
/-- For commuting positions, r_j commuting with p_k for j ≠ k, and [p_k, f] = r_k g with g
commuting with r, the potential a = f (u × r) obeys p·a = a·p. -/
theorem transverse_dipole (u : Fin 3 → ℝ) {r p : Fin 3 → A} {f g : A}
    (hr : ∀ j k, r j * r k = r k * r j) (h : ∀ j k, j ≠ k → r j * p k = p k * r j)
    (hg : ∀ k, g * r k = r k * g) (hpf : ∀ k, p k * f - f * p k = r k * g) :
    dot p (dipolePot f u r) = dot (dipolePot f u r) p := by
  have e : ∀ k x, p k * (f * x) = f * (p k * x) + g * (r k * x) := by
    intro k x
    rw [← mul_assoc, eq_add_of_sub_eq (hpf k), ← hg k]
    noncomm_ring
  -- the gradient of f is radial, and r·(u × r) = 0
  have h0 : dot r (cross (vec u) r) = 0 := by
    simp only [dot, cross, vec, Fin.sum_univ_three, Matrix.cons_val, smul_mul_assoc, one_mul,
      mul_sub, mul_smul_comm, hr 1 0, hr 2 0, hr 2 1]
    all_goals module
  calc dot p (dipolePot f u r) = f * dot p (cross (vec u) r) + g * dot r (cross (vec u) r) := by
        simp only [dot, dipolePot, e, Finset.sum_add_distrib, Finset.mul_sum]
    _ = dot (dipolePot f u r) p := by
        rw [h0, transverse_uniform u h]
        simp only [dot, dipolePot, mul_zero, add_zero, Finset.mul_sum, mul_assoc]
```

## The paramagnetic and diamagnetic terms

`minimal_coupling` is equation (1) for all real `B`, `O`, `u`. Its hypotheses are `hr` for commuting positions, `hrp` for the canonical relations, and `hg` and `hpf` for the radial condition. The proof extracts from `hrp` only the off-diagonal case `h`, so the value $i$ of $[r_k,p_k]$ plays no role, and `hs` carries it over to $\mathbf s$. `A1` and `A2` split $\mathbf p\cdot\mathbf a$ and $\mathbf a\cdot\mathbf p$ into the two parts, `A3` pulls $f$ out of the sum, and `h1` is the transversality of the total potential. The last rewrite applies the triple product twice, and `module` cancels $2\cdot\tfrac12$.

```lean
/-- For commuting positions r, [r_j, p_k] = i δ_jk, [p_k, f] = r_k g with g commuting with r, and a
= ½ B × (r − O) + f (u × r): (p + a)² = p² + [B·((r − O) × p) + 2 f u·(r × p)] + a². -/
theorem minimal_coupling (B O u : Fin 3 → ℝ) {r p : Fin 3 → A} {f g : A}
    (hr : ∀ j k, r j * r k = r k * r j) (hrp : CCR r p)
    (hg : ∀ k, g * r k = r k * g) (hpf : ∀ k, p k * f - f * p k = r k * g) :
    dot (p + vectorPot B O u f r) (p + vectorPot B O u f r) = dot p p
      + (dot (vec B) (cross (r - vec O) p) + (2 : ℂ) • (f * dot (vec u) (cross r p)))
      + dot (vectorPot B O u f r) (vectorPot B O u f r) := by
  have h : ∀ j k, j ≠ k → r j * p k = p k * r j := by
    intro j k hjk
    have := hrp j k
    rwa [if_neg hjk, sub_eq_zero] at this
  have hs : ∀ j k, j ≠ k →
      (r - vec O : Fin 3 → A) j * p k = p k * (r - vec O : Fin 3 → A) j := by
    intro j k hjk
    simp only [Pi.sub_apply, vec, sub_mul, mul_sub, smul_mul_assoc, mul_smul_comm, one_mul,
      mul_one, h j k hjk]
  have A1 : dot p (vectorPot B O u f r)
      = (1 / 2 : ℂ) • dot p (cross (vec B) (r - vec O)) + dot p (dipolePot f u r) := by
    simp only [dot, vectorPot, uniformPot, Pi.add_apply, mul_add, mul_smul_comm,
      Finset.sum_add_distrib, Finset.smul_sum]
  have A2 : dot (vectorPot B O u f r) p
      = (1 / 2 : ℂ) • dot (cross (vec B) (r - vec O)) p + dot (dipolePot f u r) p := by
    simp only [dot, vectorPot, uniformPot, Pi.add_apply, add_mul, smul_mul_assoc,
      Finset.sum_add_distrib, Finset.smul_sum]
  have A3 : dot (dipolePot f u r) p = f * dot (cross (vec u) r) p := by
    simp only [dot, dipolePot, Finset.mul_sum, mul_assoc]
  -- both parts of the potential are transverse
  have h1 : dot p (vectorPot B O u f r) = dot (vectorPot B O u f r) p := by
    rw [A1, A2, transverse_uniform B hs, transverse_dipole u hr h hg hpf]
  rw [sq_of_transverse h1, A2, A3, triple_product B, triple_product u]
  module
```

With the gauge origin at the nucleus, $\mathbf s=\mathbf r$. The vector `fun k => vec B k + (2 : ℂ) • (f * vec u k)` is $\mathbf B+2f\mathbf u$, standing to the left of $\mathbf r\times\mathbf p$.

```lean
/-- For commuting positions r, [r_j, p_k] = i δ_jk, [p_k, f] = r_k g with g commuting with r, and
gauge origin O = 0, i.e. a = ½ B × r + f (u × r): (p + a)² = p² + (B + 2 f u)·(r × p) + a². -/
theorem minimal_coupling_origin (B u : Fin 3 → ℝ) {r p : Fin 3 → A} {f g : A}
    (hr : ∀ j k, r j * r k = r k * r j) (hrp : CCR r p)
    (hg : ∀ k, g * r k = r k * g) (hpf : ∀ k, p k * f - f * p k = r k * g) :
    dot (p + vectorPot B 0 u f r) (p + vectorPot B 0 u f r) = dot p p
      + dot (fun k => vec B k + (2 : ℂ) • (f * vec u k)) (cross r p)
      + dot (vectorPot B 0 u f r) (vectorPot B 0 u f r) := by
  have h0 : (vec 0 : Fin 3 → A) = 0 := by
    funext k
    simp [vec]
  rw [minimal_coupling B 0 u hr hrp hg hpf, h0, sub_zero]
  simp only [dot, add_mul, Finset.sum_add_distrib, smul_mul_assoc, mul_assoc, Finset.mul_sum,
    Finset.smul_sum]
```

`binet_cauchy` keeps each component of `s` to the left of each component of `r`, so it needs no commutation hypothesis. The product `B ⬝ᵥ u` is the ordinary real scalar product.

```lean
/-- Binet–Cauchy identity (B × s)·(u × r) = (B·u)(s·r) − (u·s)(B·r) for real B, u and any
operators s, r. -/
theorem binet_cauchy (B u : Fin 3 → ℝ) (s r : Fin 3 → A) :
    dot (cross (vec B) s) (cross (vec u) r)
      = ((B ⬝ᵥ u : ℝ) : ℂ) • dot s r - dot (vec u) s * dot (vec B) r := by
  simp only [dot, cross, vec, dotProduct, Fin.sum_univ_three, Matrix.cons_val, mul_add, add_mul,
    sub_mul, mul_sub, smul_mul_assoc, mul_smul_comm, one_mul, ofReal_add, ofReal_mul]
  all_goals module
```

`shielding_expansion` is (1) with (2) inserted, under the additional hypothesis `hf`, $[f,r_k]=0$. The auxiliary `key` says that an operator commuting with every component of a vector operator `t` commutes with every component of the cross product of a real vector `w` with `t`, and `shift` passes commutation from $\mathbf r$ to $\mathbf s$. After `minimal_coupling` and `binet_cauchy` are applied, `congr 1` discards the common terms and leaves (2), which is proved for each component `k`. There `x1` and `x2` bring both cross terms to the form $f(\mathbf B\times\mathbf s)_k(\mathbf u\times\mathbf r)_k$. The first paramagnetic term, $\mathbf a_B^2$ and the bilinear diamagnetic term all contain $\mathbf O$; the theorem holds for each $\mathbf O$ separately and does not compare different origins.

```lean
/-- For commuting positions r, [r_j, p_k] = i δ_jk, [p_k, f] = r_k g with f and g commuting with r,
s = r − O and a = ½ B × s + f (u × r), (p + a)² is the sum of p², the paramagnetic terms B·(s × p) +
2 f u·(r × p), and the diamagnetic terms (½ B × s)², f [(B·u)(s·r) − (u·s)(B·r)] and (f u × r)². -/
theorem shielding_expansion (B O u : Fin 3 → ℝ) {r p : Fin 3 → A} {f g : A}
    (hr : ∀ j k, r j * r k = r k * r j) (hrp : CCR r p) (hf : ∀ k, f * r k = r k * f)
    (hg : ∀ k, g * r k = r k * g) (hpf : ∀ k, p k * f - f * p k = r k * g) :
    dot (p + vectorPot B O u f r) (p + vectorPot B O u f r) = dot p p
      + (dot (vec B) (cross (r - vec O) p) + (2 : ℂ) • (f * dot (vec u) (cross r p)))
      + (dot (uniformPot B (r - vec O)) (uniformPot B (r - vec O))
        + f * (((B ⬝ᵥ u : ℝ) : ℂ) • dot (r - vec O) r
            - dot (vec u) (r - vec O) * dot (vec B) r)
        + dot (dipolePot f u r) (dipolePot f u r)) := by
  have key : ∀ (x : A) (t : Fin 3 → A) (w : Fin 3 → ℝ), (∀ j, x * t j = t j * x) →
      ∀ k, x * cross (vec w) t k = cross (vec w) t k * x := by
    intro x t w h k
    fin_cases k <;> simp [cross, vec, mul_sub, sub_mul, h]
  have shift : ∀ x : A, (∀ j, x * r j = r j * x) →
      ∀ j, x * (r - vec O : Fin 3 → A) j = (r - vec O : Fin 3 → A) j * x := by
    intro x h j
    simp only [Pi.sub_apply, vec, sub_mul, mul_sub, smul_mul_assoc, mul_smul_comm, one_mul,
      mul_one, h j]
  rw [minimal_coupling B O u hr hrp hg hpf, ← binet_cauchy]
  congr 1
  simp only [dot, Finset.mul_sum, ← Finset.sum_add_distrib]
  refine Finset.sum_congr rfl fun k _ => ?_
  -- B × s commutes with f and with u × r, so the two cross terms coincide
  have hfc := key f (r - vec O) B (shift f hf) k
  have hdc := key (cross (vec u) r k) (r - vec O) B
    (shift (cross (vec u) r k) fun j => (key (r j) r u (hr j) k).symm) k
  have x1 : cross (vec B) (r - vec O) k * (f * cross (vec u) r k)
      = f * (cross (vec B) (r - vec O) k * cross (vec u) r k) := by
    rw [← mul_assoc, ← hfc, mul_assoc]
  have x2 : f * cross (vec u) r k * cross (vec B) (r - vec O) k
      = f * (cross (vec B) (r - vec O) k * cross (vec u) r k) := by
    rw [mul_assoc, hdc]
  simp only [vectorPot, uniformPot, dipolePot, Pi.add_apply, add_mul, mul_add, smul_mul_assoc,
    mul_smul_comm, x1, x2]
  module
```

## A realisation on polynomials

The relations are assumed, and in the zero algebra they hold trivially, so an explicit model is given. It consists of the linear operators on complex polynomials in $x_0,x_1,x_2$, with `mulOp q` the multiplication by a polynomial $q$ and `polyP k` the operator $-i\partial_k$.

```lean
/-- Multiplication by a polynomial q, acting on polynomials in three variables. -/
def mulOp (q : MvPolynomial (Fin 3) ℂ) : Module.End ℂ (MvPolynomial (Fin 3) ℂ) :=
  LinearMap.mulLeft ℂ q

/-- Momentum −i ∂_k acting on polynomials in three variables. -/
def polyP (k : Fin 3) : Module.End ℂ (MvPolynomial (Fin 3) ℂ) :=
  (-I) • (pderiv k).toLinearMap
```

`polyP_comm` is the product rule: on a polynomial $\varphi$, $-i\partial_k(q\varphi)+iq\,\partial_k\varphi=(-i\partial_kq)\varphi$.

```lean
/-- On polynomials, [p_k, q] is multiplication by −i ∂_k q. -/
theorem polyP_comm (k : Fin 3) (q : MvPolynomial (Fin 3) ℂ) :
    polyP k * mulOp q - mulOp q * polyP k = mulOp ((-I) • pderiv k q) := by
  refine LinearMap.ext fun φ => ?_
  change (-I) • pderiv k (q * φ) - q * ((-I) • pderiv k φ) = ((-I) • pderiv k q) * φ
  rw [Derivation.leibniz]
  simp only [smul_eq_mul, MvPolynomial.smul_eq_C_mul]
  ring
```

`shielding_witness` states that $r_j=x_j$, $p_k=-i\partial_k$, $f=\sum_jx_j^2$ and $g=-2i$ satisfy the five hypotheses of `shielding_expansion`. Multiplication operators commute (`c`), which gives `hr` and `hf`. The choice $q=x_j$ gives $[p_k,r_j]=-i\delta_{jk}$, and `d`, $\partial_k\sum_jx_j^2=2x_k$, gives $[p_k,f]=-2i\,r_k$. This $f=\rho^2$ is radial but is not the dipole factor, which is no polynomial.

```lean
/-- On polynomials, r_j = x_j, p_k = −i ∂_k, f = Σ x_j² and g = −2i meet all hypotheses of the
shielding expansion. -/
theorem shielding_witness :
    let r := fun j : Fin 3 => mulOp (X j)
    let f := mulOp (∑ j, X j * X j)
    let g : Module.End ℂ (MvPolynomial (Fin 3) ℂ) := (-2 * I) • 1
    (∀ j k, r j * r k = r k * r j) ∧ CCR r polyP ∧ (∀ k, f * r k = r k * f) ∧
      (∀ k, g * r k = r k * g) ∧ ∀ k, polyP k * f - f * polyP k = r k * g := by
  intro r f g
  have c : ∀ a b, mulOp a * mulOp b = mulOp b * mulOp a :=
    fun a b => LinearMap.ext fun φ => mul_left_comm a b φ
  refine ⟨fun j k => c _ _, fun j k => ?_, fun k => c _ _, fun k => ?_, fun k => ?_⟩
  · simp only [r]
    rw [← neg_sub, polyP_comm]
    refine LinearMap.ext fun φ => ?_
    by_cases h : j = k
    · subst h
      simp [mulOp]
    · simp [mulOp, h, pderiv_X_of_ne h]
  · simp only [g, smul_mul_assoc, mul_smul_comm, one_mul, mul_one]
  · have d : pderiv k (∑ j, X j * X j : MvPolynomial (Fin 3) ℂ) = (2 : ℂ) • X k := by
      rw [map_sum, Finset.sum_eq_single k]
      · simp [two_smul]
      · intro j _ h
        simp [pderiv_X_of_ne h]
      · simp
    simp only [f]
    rw [polyP_comm, d]
    refine LinearMap.ext fun φ => ?_
    change ((-I) • ((2 : ℂ) • X k)) * φ = X k * ((-2 * I) • φ)
    simp only [smul_mul_assoc, mul_smul_comm]
    module

end

end RamseyShielding
```

```lean
#print axioms RamseyShielding.minimal_coupling_origin
#print axioms RamseyShielding.shielding_expansion
```

```
'RamseyShielding.minimal_coupling_origin' depends on axioms: [propext, Classical.choice, Quot.sound]
'RamseyShielding.shielding_expansion' depends on axioms: [propext, Classical.choice, Quot.sound]
```

## Differential operators away from the nucleus

A more concrete formulation takes $A$ to be the linear operators on smooth complex functions on $\mathbb R^3\setminus\{0\}$, with $r_j$, $f=\alpha^2/\rho^3$ and $g=3i\alpha^2/\rho^5$ acting by multiplication and $p_k=-i\partial_k$. The five hypotheses would then follow from the product rule and the commutativity of multiplication operators, and the statement would concern the point dipole itself. It would cover one radial factor, whereas the algebraic version applies equally to a smoothed factor describing a nucleus of finite size. The nucleus is a removed point in that setting, so self-adjointness and the finiteness of matrix elements of $\rho^{-3}$ would remain separate questions. That concrete model, like the link to the shielding energy, is described in words only and is not among the theorems above.
